# A generator of norm at most one with pool gradient g can lower the energy by at least g²/(8‖H‖)

Adaptive unitary coupled cluster picks its next generator by the slope of the energy at zero amplitude. A slope alone promises little: if the energy curve bends upwards sharply enough, a steep start leads to a minimum only slightly below the starting point. A nonzero slope then guarantees some gain, but no definite amount. A bound on the curvature supplies the guarantee.

## From the slope to a guaranteed gain

Let \(H\) be a bounded self-adjoint operator on a complex Hilbert space, \(A\) a bounded operator with \(A^\dagger=-A\) and \(\|A\|\le 1\), and \(\psi\) a unit vector. Write \(\varphi_q=e^{qA}\psi\) for real \(q\), \(E(q)=\langle\varphi_q,H\varphi_q\rangle\), and \(g=\langle\psi,(HA-AH)\psi\rangle\). The claim is that, for \(H\neq0\), some \(q\) gives

\[ E(q)\le E(0)-\frac{g^2}{8\|H\|}. \]

Since \(\varphi_q'=A\varphi_q\), any bounded operator \(X\) obeys

\[ \frac{d}{dq}\langle\varphi_q,X\varphi_q\rangle=\langle A\varphi_q,X\varphi_q\rangle+\langle\varphi_q,XA\varphi_q\rangle=\langle\varphi_q,(XA-AX)\varphi_q\rangle . \]

This is used three times.

- With \(X=1\) the derivative vanishes, so \(\|\varphi_q\|=1\) for all \(q\).
- With \(X=H\) it gives \(E'(0)=g\). This is real, because \((HA-AH)^\dagger=-AH+HA\).
- With \(X=C=HA-AH\) it gives \(E''(q)=\langle\varphi_q,(CA-AC)\varphi_q\rangle\). As \(\|C\|\le2\|H\|\|A\|\) and \(\|CA-AC\|\le2\|C\|\|A\|\), we get \(E''(q)\le K\) with \(K=4\|H\|\|A\|^2\).

The curvature bound gives \(E'(t)\le g+Kt\) for \(t\ge0\) and \(E'(t)\ge g+Kt\) for \(t\le0\). Integrating between \(0\) and \(q\) yields, for either sign of \(q\),

\[ E(q)\le E(0)+qg+2\|H\|\|A\|^2q^2\le E(0)+qg+2\|H\|q^2 . \]

At \(q=-g/(4\|H\|)\) the last two terms are \(-g^2/(4\|H\|)+g^2/(8\|H\|)=-g^2/(8\|H\|)\), which proves the claim.

## States, energies and gradients in Lean

The space `V` is a complex inner product space of any dimension, and completeness is added once adjoints are needed. Bounded operators have type `V →L[ℂ] V`, their product is composition, and their norm is the operator norm. An electronic Hamiltonian in a finite orbital basis fits this setting; the unbounded Hamiltonian of the continuum does not.

```lean
import Mathlib

namespace AdaptiveUnitaryCC

noncomputable section

variable {V : Type*} [NormedAddCommGroup V] [InnerProductSpace ℂ V]
```

The energy is defined as a real part, which makes it a real number for every `X`. For self-adjoint `X` nothing is lost.

```lean
/-- The real part of the expectation value of a bounded operator `X` in the state `ψ`. -/
def energy (X : V →L[ℂ] V) (ψ : V) : ℝ := (inner ℂ ψ (X ψ)).re
```

The amplitude `q` is real, and the exponential is the full operator exponential, with no Trotter splitting.

```lean
/-- The state `exp(qA) ψ` obtained from `ψ` with generator `A` and real amplitude `q`. -/
def rotated (A : V →L[ℂ] V) (q : ℝ) (ψ : V) : V := NormedSpace.exp ((q : ℂ) • A) ψ
```

The gradient is kept complex at first; its reality is proved below.

```lean
/-- The pool gradient `⟨ψ, (HA - AH) ψ⟩` of the generator `A`. -/
def poolGradient (H A : V →L[ℂ] V) (ψ : V) : ℂ := inner ℂ ψ ((H * A - A * H) ψ)
```

## Bounding the energy curve by a parabola

The Cauchy–Schwarz inequality and the definition of the operator norm bound every expectation value.

```lean
/-- In a state `φ`, the expectation value of `X` has real part at most `‖X‖ ‖φ‖²` in modulus. -/
theorem abs_energy_le (X : V →L[ℂ] V) (φ : V) : |energy X φ| ≤ ‖X‖ * ‖φ‖ ^ 2 := by
  calc |energy X φ| ≤ ‖inner ℂ φ (X φ)‖ := Complex.abs_re_le_norm _
    _ ≤ ‖φ‖ * ‖X φ‖ := norm_inner_le_norm _ _
    _ ≤ ‖φ‖ * (‖X‖ * ‖φ‖) := mul_le_mul_of_nonneg_left (X.le_opNorm φ) (norm_nonneg _)
    _ = ‖X‖ * ‖φ‖ ^ 2 := by ring
```

The next lemma is pure calculus. Here `f₁` and `f₂` are the first and second derivatives of `f`. The function \(Kt-f_1(t)\) is increasing (`hm`), and the gap between parabola and function has derivative \(Kt+f_1(0)-f_1(t)\) (`hG`). The mean value theorem, applied separately for negative and positive `q`, replaces the integration above.

```lean
/-- A real function whose second derivative is at most `K` lies below the parabola with
curvature `K` that touches it at the origin. -/
theorem le_parabola {f f₁ f₂ : ℝ → ℝ} {K : ℝ} (h₁ : ∀ t, HasDerivAt f (f₁ t) t)
    (h₂ : ∀ t, HasDerivAt f₁ (f₂ t) t) (hK : ∀ t, f₂ t ≤ K) (q : ℝ) :
    f q ≤ f 0 + q * f₁ 0 + K / 2 * q ^ 2 := by
  have hd : ∀ t, HasDerivAt (fun t => K * t - f₁ t) (K * 1 - f₂ t) t := fun t =>
    ((hasDerivAt_id' t).const_mul K).fun_sub (h₂ t)
  have hm : Monotone (fun t => K * t - f₁ t) :=
    monotone_of_deriv_nonneg (fun t => (hd t).differentiableAt) (fun t => by
      rw [(hd t).deriv]
      linarith [hK t])
  -- the gap between the parabola and the function is stationary at the origin
  have hG : ∀ t, HasDerivAt (fun t => K / 2 * (t * t) + f₁ 0 * t - f t)
      (K / 2 * (1 * t + t * 1) + f₁ 0 * 1 - f₁ t) t := fun t =>
    ((((hasDerivAt_id' t).fun_mul (hasDerivAt_id' t)).const_mul (K / 2)).fun_add
      ((hasDerivAt_id' t).const_mul (f₁ 0))).fun_sub (h₁ t)
  rcases lt_trichotomy q 0 with hq | hq | hq
  · obtain ⟨c, hc, he⟩ := exists_hasDerivAt_eq_slope _ _ hq
      (fun t _ => (hG t).continuousAt.continuousWithinAt) (fun t _ => hG t)
    have hs := hm hc.2.le
    rw [eq_div_iff (by linarith)] at he
    simp only at hs he
    nlinarith [mul_nonneg (sub_nonneg.2 hs) (neg_nonneg.2 hq.le)]
  · subst hq
    simp
  · obtain ⟨c, hc, he⟩ := exists_hasDerivAt_eq_slope _ _ hq
      (fun t _ => (hG t).continuousAt.continuousWithinAt) (fun t _ => hG t)
    have hs := hm hc.1.le
    rw [eq_div_iff (by linarith)] at he
    simp only at hs he
    nlinarith [mul_nonneg (sub_nonneg.2 hs) hq.le]
```

The commutator formula for the derivative comes next. The hypothesis `star A = -A` says that `A` is skew-adjoint. The proof differentiates the exponential, applies the product rule to the inner product, and uses `hs` to move `A` to the other side with a minus sign.

```lean
variable [CompleteSpace V]

/-- Along the rotation generated by a skew-adjoint `A`, the expectation value of `X` changes
at the rate given by the commutator `XA - AX` (real parts throughout). -/
theorem hasDerivAt_energy {A : V →L[ℂ] V} (hA : star A = -A) (X : V →L[ℂ] V) (ψ : V) (q : ℝ) :
    HasDerivAt (fun t => energy X (rotated A t ψ))
      (energy (X * A - A * X) (rotated A q ψ)) q := by
  -- the rotated state obeys dφ/dq = A φ
  have h₁ : HasDerivAt (fun z : ℂ => NormedSpace.exp (z • A) ψ)
      (A (rotated A q ψ)) (q : ℂ) :=
    (ContinuousLinearMap.apply ℂ V ψ).hasFDerivAt.comp_hasDerivAt (q : ℂ)
      (hasDerivAt_exp_smul_const' A (q : ℂ))
  have h : HasDerivAt (fun t : ℝ => rotated A t ψ) (A (rotated A q ψ)) q := by
    have h₂ := h₁.scomp q (Complex.ofRealCLM.hasDerivAt (x := q))
    rw [Complex.ofRealCLM_apply, Complex.ofReal_one, one_smul] at h₂
    exact h₂
  have hX : HasDerivAt (fun t : ℝ => X (rotated A t ψ)) (X (A (rotated A q ψ))) q :=
    (X.restrictScalars ℝ).hasFDerivAt.comp_hasDerivAt q h
  have hr : HasDerivAt (fun t => energy X (rotated A t ψ))
      (inner ℂ (rotated A q ψ) (X (A (rotated A q ψ))) +
        inner ℂ (A (rotated A q ψ)) (X (rotated A q ψ))).re q :=
    Complex.reCLM.hasFDerivAt.comp_hasDerivAt q (h.inner ℂ hX)
  -- move A to the other side of the inner product
  have hs : ∀ x y : V, inner ℂ (A x) y = -inner ℂ x (A y) := fun x y => by
    rw [← ContinuousLinearMap.adjoint_inner_right, ← ContinuousLinearMap.star_eq_adjoint, hA]
    exact inner_neg_right _ _
  refine hr.congr_deriv ?_
  change _ = (inner ℂ (rotated A q ψ)
    (X (A (rotated A q ψ)) - A (X (rotated A q ψ)))).re
  rw [hs, inner_sub_right, sub_eq_add_neg]
```

Taking `X` to be the identity makes the derivative zero, so the norm keeps its initial value.

```lean
/-- A skew-adjoint generator conserves the norm of the state. -/
theorem norm_rotated {A : V →L[ℂ] V} (hA : star A = -A) (ψ : V) (q : ℝ) :
    ‖rotated A q ψ‖ = ‖ψ‖ := by
  have hd : ∀ t, HasDerivAt (fun t => energy 1 (rotated A t ψ)) 0 t := fun t => by
    have h := hasDerivAt_energy hA 1 ψ t
    have e : energy (0 : V →L[ℂ] V) (rotated A t ψ) = 0 := by simp [energy]
    rwa [one_mul, mul_one, sub_self, e] at h
  have hc := is_const_of_deriv_eq_zero (fun t => (hd t).differentiableAt)
    (fun t => (hd t).deriv) q 0
  have hn : ∀ φ : V, energy 1 φ = ‖φ‖ ^ 2 := fun φ => inner_self_eq_norm_sq (𝕜 := ℂ) φ
  have h0 : rotated A 0 ψ = ψ := by simp [rotated]
  simp only [hn, h0] at hc
  exact (sq_eq_sq₀ (norm_nonneg _) (norm_nonneg _)).1 hc
```

The parabola now follows by using the derivative formula twice, for `H` and for its commutator with `A`. The auxiliary bound `hc` is the commutator estimate, also applied twice. Norm conservation is what makes the curvature bound hold along the whole path and not just at `ψ`. Self-adjointness of `H` is not needed here.

```lean
/-- For a skew-adjoint generator and a unit vector, the energy along the rotation is bounded above
by a parabola whose slope at `q = 0` is the real part of the pool gradient. -/
theorem energy_rotated_le (H : V →L[ℂ] V) {A : V →L[ℂ] V} (hA : star A = -A) {ψ : V}
    (hψ : ‖ψ‖ = 1) (q : ℝ) :
    energy H (rotated A q ψ) ≤
      energy H ψ + q * (poolGradient H A ψ).re + 2 * ‖H‖ * ‖A‖ ^ 2 * q ^ 2 := by
  have hc : ∀ X : V →L[ℂ] V, ‖X * A - A * X‖ ≤ 2 * ‖X‖ * ‖A‖ := fun X => by
    linarith [norm_sub_le (X * A) (A * X), norm_mul_le X A, norm_mul_le A X,
      mul_comm ‖A‖ ‖X‖]
  -- the curvature is the real part of the expectation value of a double commutator
  have hb := le_parabola (K := 4 * ‖H‖ * ‖A‖ ^ 2) (hasDerivAt_energy hA H ψ)
    (hasDerivAt_energy hA (H * A - A * H) ψ) (fun t => by
      have h := (le_abs_self _).trans (abs_energy_le
        ((H * A - A * H) * A - A * (H * A - A * H)) (rotated A t ψ))
      rw [norm_rotated hA, hψ] at h
      nlinarith [hc (H * A - A * H), mul_le_mul_of_nonneg_right (hc H) (norm_nonneg A)]) q
  have h0 : rotated A 0 ψ = ψ := by simp [rotated]
  rw [h0] at hb
  change _ ≤ energy H ψ + q * energy (H * A - A * H) ψ + _
  linarith
```

## The energy gain

For self-adjoint `H` the commutator is self-adjoint, so its expectation value equals its own complex conjugate.

```lean
/-- For self-adjoint `H` and skew-adjoint `A` the pool gradient is a real number. -/
theorem poolGradient_real {H A : V →L[ℂ] V} (hH : IsSelfAdjoint H) (hA : star A = -A) (ψ : V) :
    ((poolGradient H A ψ).re : ℂ) = poolGradient H A ψ := by
  have hC : star (H * A - A * H) = H * A - A * H := by
    rw [star_sub, star_mul, star_mul, hA, hH.star_eq]
    noncomm_ring
  apply Complex.conj_eq_iff_re.1
  unfold poolGradient
  rw [inner_conj_symm, ← ContinuousLinearMap.adjoint_inner_right,
    ← ContinuousLinearMap.star_eq_adjoint, hC]
```

The main theorem is stated as a product: some real `q` satisfies \(|g|^2\le8\|H\|\,(E(0)-E(q))\). For \(H\ne0\), dividing by \(8\|H\|\) gives the form derived above. For \(H=0\) both sides vanish, and the proof takes `q = 0`. Otherwise it chooses `q` with \(4\|H\|q=-g\) and multiplies the parabola bound by \(8\|H\|\); `e₁` and `e₂` evaluate the linear and quadratic terms as \(-2g^2\) and \(g^2\).

```lean
/-- For self-adjoint `H`, a skew-adjoint generator of norm at most one and a unit vector `ψ`, some
amplitude `q` gives an energy drop, possibly zero, such that `8 ‖H‖` times the drop is at least the
squared pool gradient. -/
theorem exists_energy_gain {H A : V →L[ℂ] V} (hH : IsSelfAdjoint H) (hA : star A = -A)
    (hA1 : ‖A‖ ≤ 1) {ψ : V} (hψ : ‖ψ‖ = 1) :
    ∃ q : ℝ, ‖poolGradient H A ψ‖ ^ 2 ≤
      8 * ‖H‖ * (energy H ψ - energy H (rotated A q ψ)) := by
  rw [← poolGradient_real hH hA ψ, Complex.norm_real, Real.norm_eq_abs, sq_abs]
  by_cases h0 : H = 0
  · exact ⟨0, by simp [h0, poolGradient]⟩
  have hp : 0 < ‖H‖ := norm_pos_iff.2 h0
  -- step to the minimum of the bounding parabola
  obtain ⟨q, hq⟩ : ∃ q : ℝ, 4 * ‖H‖ * q = -(poolGradient H A ψ).re :=
    ⟨-(poolGradient H A ψ).re / (4 * ‖H‖), by field_simp⟩
  refine ⟨q, ?_⟩
  have hb := energy_rotated_le H hA hψ q
  have ha : ‖A‖ ^ 2 ≤ 1 := pow_le_one₀ (norm_nonneg _) hA1
  have hk : 2 * ‖H‖ * q ^ 2 * ‖A‖ ^ 2 ≤ 2 * ‖H‖ * q ^ 2 * 1 :=
    mul_le_mul_of_nonneg_left ha (by positivity)
  generalize (poolGradient H A ψ).re = r at *
  have hb' : energy H (rotated A q ψ) ≤ energy H ψ + q * r + 2 * ‖H‖ * q ^ 2 := by linarith
  have hm := mul_le_mul_of_nonneg_left hb' (by positivity : 0 ≤ 8 * ‖H‖)
  have e₁ : 8 * ‖H‖ * (q * r) = -2 * r ^ 2 := by linear_combination 2 * r * hq
  have e₂ : 16 * ‖H‖ ^ 2 * q ^ 2 = r ^ 2 := by linear_combination (4 * ‖H‖ * q - r) * hq
  linarith
```

The norm condition `hA1` matters when gradients are compared. Replacing \(A\) by \(cA\) with \(c>0\) multiplies \(g\) by \(c\), yet the reachable energies stay the same. With no bound at all on \(\|A\|\), the inequality would therefore fail for large \(c\) whenever \(g\ne0\). A generator of norm above one should be rescaled to norm at most one before its gradient is read as this guarantee.

## Gradients along an adaptive run

Now let `ψ k` be the state before step `k` and `A k` the generator chosen there. The hypothesis `hopt` stands for successful optimisation: the new state is at least as low in energy as every rotation of the old one by the chosen generator. This is assumed, and an optimiser stuck in a poor local minimum may violate it. The gains then telescope, by induction on `n`.

```lean
/-- Let `H` be self-adjoint, the generators skew-adjoint of norm at most one, and each new unit
vector at least as low in energy as every rotation of the previous one by the chosen generator.
Then the squared gradients of `n` steps sum to at most `8 ‖H‖` times the total energy drop. -/
theorem adaptive_sum_le {H : V →L[ℂ] V} (hH : IsSelfAdjoint H) {A : ℕ → V →L[ℂ] V} {ψ : ℕ → V}
    (hA : ∀ k, star (A k) = -A k) (hA1 : ∀ k, ‖A k‖ ≤ 1) (hψ : ∀ k, ‖ψ k‖ = 1)
    (hopt : ∀ k q, energy H (ψ (k + 1)) ≤ energy H (rotated (A k) q (ψ k))) (n : ℕ) :
    ∑ k ∈ Finset.range n, ‖poolGradient H (A k) (ψ k)‖ ^ 2 ≤
      8 * ‖H‖ * (energy H (ψ 0) - energy H (ψ n)) := by
  induction n with
  | zero => simp
  | succ n ih =>
    obtain ⟨q, hq⟩ := exists_energy_gain hH (hA n) (hA1 n) (hψ n)
    have hm := mul_le_mul_of_nonneg_left (hopt n q) (by positivity : 0 ≤ 8 * ‖H‖)
    rw [Finset.sum_range_succ]
    linarith
```

Every energy lies between \(-\|H\|\) and \(\|H\|\), so the total drop is at most \(2\|H\|\). Among the first \(n\ge1\) steps, the smallest squared gradient is at most the average, which gives a step with \(|g|\le4\|H\|/\sqrt n\).

```lean
/-- Let `H` be self-adjoint, the generators skew-adjoint of norm at most one, and each new unit
vector at least as low in energy as every rotation of the previous one by the chosen generator. Then
one of the first `n ≥ 1` steps has a pool gradient `g` with `n |g|² ≤ 16 ‖H‖²`. -/
theorem adaptive_exists_small_gradient {H : V →L[ℂ] V} (hH : IsSelfAdjoint H)
    {A : ℕ → V →L[ℂ] V} {ψ : ℕ → V}
    (hA : ∀ k, star (A k) = -A k) (hA1 : ∀ k, ‖A k‖ ≤ 1) (hψ : ∀ k, ‖ψ k‖ = 1)
    (hopt : ∀ k q, energy H (ψ (k + 1)) ≤ energy H (rotated (A k) q (ψ k)))
    {n : ℕ} (hn : 0 < n) :
    ∃ k < n, n * ‖poolGradient H (A k) (ψ k)‖ ^ 2 ≤ 16 * ‖H‖ ^ 2 := by
  have hs := adaptive_sum_le hH hA hA1 hψ hopt n
  -- the energy always lies between -‖H‖ and ‖H‖
  have hb : ∀ k, |energy H (ψ k)| ≤ ‖H‖ := fun k => by
    simpa [hψ k] using abs_energy_le H (ψ k)
  have hd : energy H (ψ 0) - energy H (ψ n) ≤ 2 * ‖H‖ := by
    linarith [(abs_le.1 (hb 0)).2, (abs_le.1 (hb n)).1]
  have hm := mul_le_mul_of_nonneg_left hd (by positivity : 0 ≤ 8 * ‖H‖)
  have ht : ∑ k ∈ Finset.range n, (n : ℝ) * ‖poolGradient H (A k) (ψ k)‖ ^ 2 ≤
      ∑ _k ∈ Finset.range n, 16 * ‖H‖ ^ 2 := by
    rw [← Finset.mul_sum, Finset.sum_const, Finset.card_range, nsmul_eq_mul]
    exact mul_le_mul_of_nonneg_left (by linarith) (Nat.cast_nonneg n)
  obtain ⟨k, hk, h⟩ := Finset.exists_le_of_sum_le (Finset.nonempty_range_iff.2 hn.ne') ht
  exact ⟨k, Finset.mem_range.1 hk, h⟩
```

For a bounded Hamiltonian, generators of norm at most one and steps that are optimised in this sense, a stopping threshold \(\varepsilon>0\) on the chosen generator's gradient is thus met within the first \(n\) steps for any \(n\ge1\) with \(n\ge16\|H\|^2/\varepsilon^2\). A small gradient does not identify the ground state, since it vanishes at every eigenstate of \(H\).

## A two-level example

Take \(H=\mathrm{diag}(1,-1)\) and the generator of real rotations.

```lean
/-- The two-level Hamiltonian `diag(1, -1)`. -/
def levelH : EuclideanSpace ℂ (Fin 2) →L[ℂ] EuclideanSpace ℂ (Fin 2) :=
  Matrix.toEuclideanCLM (n := Fin 2) (𝕜 := ℂ) !![1, 0; 0, -1]

/-- The generator of real rotations between the two levels. -/
def levelA : EuclideanSpace ℂ (Fin 2) →L[ℂ] EuclideanSpace ℂ (Fin 2) :=
  Matrix.toEuclideanCLM (n := Fin 2) (𝕜 := ℂ) !![0, -1; 1, 0]
```

The commutator \(HA-AH\) has zero diagonal and both off-diagonal entries equal to \(-2\). In the state \((3/5,4/5)\) this gives \(g=-4\cdot\frac{12}{25}=-\frac{48}{25}\). The guaranteed gain is \(g^2/8=0.4608\), while rotating to the lower level gains \(-\frac{7}{25}+1=0.72\). The theorem below checks the conditions of the gain theorem and the value of the gradient; the norm of the generator follows from its unitarity.

```lean
/-- The two-level Hamiltonian, the rotation generator and the state `(3/5, 4/5)` meet the
conditions of the energy-gain theorem, with pool gradient `-48/25`. -/
theorem exists_energy_gain_witness :
    IsSelfAdjoint levelH ∧ star levelA = -levelA ∧ ‖levelA‖ ≤ 1 ∧
      ‖(!₂[3 / 5, 4 / 5] : EuclideanSpace ℂ (Fin 2))‖ = 1 ∧
      poolGradient levelH levelA !₂[3 / 5, 4 / 5] = -48 / 25 := by
  have hA : star levelA = -levelA := by
    unfold levelA
    rw [← map_star, ← map_neg]
    congr 1
    ext i j
    fin_cases i <;> fin_cases j <;> simp [Matrix.star_apply]
  refine ⟨?_, hA, ?_, ?_, ?_⟩
  · unfold IsSelfAdjoint levelH
    rw [← map_star]
    congr 1
    ext i j
    fin_cases i <;> fin_cases j <;> simp [Matrix.star_apply]
  · -- the generator is unitary
    have hu : star levelA * levelA = 1 := by
      rw [hA]
      unfold levelA
      rw [← map_neg, ← map_mul, ← map_one (Matrix.toEuclideanCLM (n := Fin 2) (𝕜 := ℂ))]
      congr 1
      ext i j
      fin_cases i <;> fin_cases j <;> simp [Matrix.mul_apply, Fin.sum_univ_succ]
    have hn := CStarRing.norm_star_mul_self (x := levelA)
    rw [hu, norm_one] at hn
    nlinarith [norm_nonneg levelA]
  · rw [EuclideanSpace.norm_eq, Fin.sum_univ_two]
    norm_num
  · unfold poolGradient levelH levelA
    rw [← map_mul (Matrix.toEuclideanCLM (n := Fin 2) (𝕜 := ℂ)),
      ← map_mul (Matrix.toEuclideanCLM (n := Fin 2) (𝕜 := ℂ)),
      ← map_sub (Matrix.toEuclideanCLM (n := Fin 2) (𝕜 := ℂ)),
      PiLp.inner_apply, Fin.sum_univ_two]
    norm_num [Matrix.mulVec, dotProduct, Fin.sum_univ_succ]
    -- the amplitudes are real
    have h3 : (starRingEnd ℂ) 3 = 3 := Complex.conj_eq_iff_im.2 (by simp)
    have h4 : (starRingEnd ℂ) 4 = 4 := Complex.conj_eq_iff_im.2 (by simp)
    have h5 : (starRingEnd ℂ) 5 = 5 := Complex.conj_eq_iff_im.2 (by simp)
    rw [h3, h4, h5]
    norm_num

end

end AdaptiveUnitaryCC
```

```lean
#print axioms AdaptiveUnitaryCC.adaptive_exists_small_gradient
```

```
'AdaptiveUnitaryCC.adaptive_exists_small_gradient' depends on axioms: [propext, Classical.choice, Quot.sound]
```
